# A lattice Siegert theorem: current and density moments between eigenstates of a finite Hermitian Hamiltonian

An electron on a finite set of sites passes from one stationary state to another and emits light. For electric multipole radiation at long wavelength, I can describe the source by the charge that oscillates on the sites or by the current that flows along the bonds, and the two descriptions should agree. (Currents that circulate without moving charge, as in magnetic dipole transitions, are not visible in the charge.)

In formulas, let $H$ be a Hermitian matrix on the sites, with $Hu=E_iu$ for the initial state $u$ and $Hv=E_fv$ for the final state $v$. With $\hbar=1$, the transition density and the current from site $x$ to site $y$ are

$$\rho_x=\overline{v_x}\,u_x,\qquad J_{xy}=i\left(\overline{v_x}H_{xy}u_y-\overline{v_y}H_{yx}u_x\right).$$

I expect that for every complex function $\varphi$ on the sites

$$\tfrac12\sum_{x,y}J_{xy}(\varphi_x-\varphi_y)=i(E_i-E_f)\sum_x\varphi_x\rho_x .$$

Can this be derived in full, with no continuity equation assumed, and be checked by a proof assistant? I would also like to know that $J$ really is the current that belongs to $\rho$.

## From the outflow at one site to the moment of any site function

Yes to both. The relation follows from the outflow at each site and a summation by parts.

**Antisymmetry.** Exchanging $x$ and $y$ in the definition of $J_{xy}$ exchanges its two terms, so $J_{yx}=-J_{xy}$. This holds for any matrix $H$.

**Outflow.** Sum over the target site $y$:

$$\sum_yJ_{xy}=i\Big(\overline{v_x}\sum_yH_{xy}u_y-\sum_y\overline{v_y}H_{yx}\,u_x\Big).$$

The first sum is $(Hu)_x$. In the second, Hermiticity gives $H_{yx}=\overline{H_{xy}}$, so that sum is $\overline{(Hv)_x}$. Hence, for any two states,

$$\sum_yJ_{xy}=i\left(\overline{v_x}(Hu)_x-\overline{(Hv)_x}\,u_x\right).$$

**Continuity.** Now let $u$ and $v$ depend on time, with $\dot u=-iHu$ and $\dot v=-iHv$. The product rule gives

$$\dot\rho_x=\overline{\dot v_x}\,u_x+\overline{v_x}\,\dot u_x=i\,\overline{(Hv)_x}\,u_x-i\,\overline{v_x}(Hu)_x=-\sum_yJ_{xy}.$$

The density at a site decreases at the rate at which $J$ carries it away, so $J$ is a current for $\rho$.

**Eigenstates.** Insert $Hu=E_iu$ and $Hv=E_fv$ into the outflow. Since $E_f$ is real, conjugation leaves it unchanged, and

$$\sum_yJ_{xy}=i(E_i-E_f)\rho_x .$$

**Summation by parts.** Split the current moment into its two terms:

$$\tfrac12\sum_{x,y}J_{xy}(\varphi_x-\varphi_y)=\tfrac12\sum_{x,y}J_{xy}\varphi_x-\tfrac12\sum_{x,y}J_{xy}\varphi_y .$$

Renaming the sites in the last sum turns it into $\sum_{x,y}J_{yx}\varphi_x=-\sum_{x,y}J_{xy}\varphi_x$. The two terms therefore add up to $\sum_x\varphi_x\sum_yJ_{xy}$, and the eigenstate outflow gives the relation you expect. If $E_i\neq E_f$, division by $i(E_i-E_f)$ recovers the density moment from the current.

**Commutator form.** The current moment can also be written as an operator matrix element. Inserting the definition of $J$ gives

$$\tfrac12\sum_{x,y}i\,\overline{v_x}H_{xy}u_y(\varphi_x-\varphi_y)+\tfrac12\sum_{x,y}i\,\overline{v_y}H_{yx}u_x(\varphi_y-\varphi_x).$$

The two double sums are equal after renaming. Because $[\varphi,H]_{xy}=(\varphi_x-\varphi_y)H_{xy}$, with $\varphi$ acting by multiplication, the total is $i\langle v|[\varphi,H]|u\rangle$. Neither Hermiticity nor the eigenvalue equations are used here.

## What the Lean theorems say about the physics

The finite type `n` is the set of sites, `H : Matrix n n ℂ` is the Hamiltonian, and states are functions `n → ℂ`. The product `H *ᵥ u` is $Hu$, and `star` on a number is complex conjugation. The definitions `transitionDensity`, `bondCurrent` and `currentMoment` are $\rho_x$, $J_{xy}$ and the left-hand side of your relation. All of them take the final state `v` before the initial state `u`.

The theorem `siegert` has three hypotheses. `hH : H.IsHermitian` says that $H$ equals its conjugate transpose, while `hu` and `hv` are the two eigenvalue equations, with `Ei` and `Ef` real. The function `φ` is arbitrary and complex. The states need not be normalised, and the energies may coincide, in which case every current moment vanishes. On a single site the current is zero, and the theorem correctly says that $(E_i-E_f)\rho_x=0$.

The sign convention is that `bondCurrent H v u x y` flows from `x` to `y`, while the moment contains $\varphi_x-\varphi_y$. The left-hand side is thus the lattice form of $-\int\mathbf j\cdot\nabla\varphi$. The factor $\tfrac12$ makes each pair of sites count once.

In `continuity_equation` the Schrödinger equation is required only at the time `t`, so `H` may be read as the Hamiltonian at that instant.

In radiation theory, Siegert's name belongs to the replacement of the current by the charge density in electric multipole transitions at long wavelength. The theorem here supplies the identity between current and density moments behind that replacement. The radiation field, the long-wavelength expansion and the transition rates do not enter.

For a one-particle tight-binding model with finitely many orthonormal sites and a position operator diagonal in them, taking $\varphi$ to be a coordinate relates the length and velocity forms of the transition dipole. The velocity form is then the one built from the bond current of the same $H$; nothing is said about $\mathbf p/m$ evaluated in a truncated basis.

```lean
import Mathlib

open Matrix
open Complex (I)

namespace LatticeSiegert

noncomputable section

variable {n : Type*} [Fintype n]

/-- The transition density at site `x` between the initial state `u` and the final state `v`. -/
def transitionDensity (v u : n → ℂ) (x : n) : ℂ :=
  star (v x) * u x

/-- The transition current that flows from site `x` to site `y` under the Hamiltonian `H`,
in units with `ħ = 1`. -/
def bondCurrent (H : Matrix n n ℂ) (v u : n → ℂ) (x y : n) : ℂ :=
  I * (star (v x) * H x y * u y - star (v y) * H y x * u x)

/-- The transition current summed against the differences of a site function `φ`,
with each pair of sites counted once. -/
def currentMoment (H : Matrix n n ℂ) (v u φ : n → ℂ) : ℂ :=
  (1 / 2) * ∑ x, ∑ y, bondCurrent H v u x y * (φ x - φ y)

omit [Fintype n] in
/-- The current from `y` to `x` is minus the current from `x` to `y`. -/
theorem bondCurrent_antisymm (H : Matrix n n ℂ) (v u : n → ℂ) (x y : n) :
    bondCurrent H v u y x = -bondCurrent H v u x y := by
  unfold bondCurrent
  ring

/-- For a Hermitian Hamiltonian and any two states, the total current out of a site is fixed by the
values at that site of the two states and of their images under the Hamiltonian. -/
theorem sum_bondCurrent {H : Matrix n n ℂ} (hH : H.IsHermitian) (v u : n → ℂ) (x : n) :
    ∑ y, bondCurrent H v u x y =
      I * (star (v x) * (H *ᵥ u) x - star ((H *ᵥ v) x) * u x) := by
  have h1 : (H *ᵥ u) x = ∑ y, H x y * u y := rfl
  -- Hermiticity lets the Hamiltonian act on the final state
  have h2 : star ((H *ᵥ v) x) = ∑ y, star (v y) * H y x := by
    have h3 : (H *ᵥ v) x = ∑ y, H x y * v y := rfl
    rw [h3, star_sum]
    refine Finset.sum_congr rfl fun y _ => ?_
    rw [star_mul, hH.apply y x]
  rw [h1, h2, Finset.mul_sum, Finset.sum_mul, ← Finset.sum_sub_distrib, Finset.mul_sum]
  refine Finset.sum_congr rfl fun y _ => ?_
  unfold bondCurrent
  ring

/-- Lattice continuity equation: if two states obey the Schrödinger equation at time `t` with
the same Hermitian Hamiltonian, their transition density at a site changes at a rate equal to
minus the total current out of that site. -/
theorem continuity_equation {H : Matrix n n ℂ} (hH : H.IsHermitian) {v u : ℝ → n → ℂ} {t : ℝ}
    (hu : ∀ x, HasDerivAt (fun s => u s x) (-I * (H *ᵥ u t) x) t)
    (hv : ∀ x, HasDerivAt (fun s => v s x) (-I * (H *ᵥ v t) x) t) (x : n) :
    HasDerivAt (fun s => transitionDensity (v s) (u s) x)
      (-∑ y, bondCurrent H (v t) (u t) x y) t := by
  have h := (hv x).star.fun_mul (hu x)
  refine h.congr_deriv ?_
  rw [sum_bondCurrent hH]
  simp only [star_mul', star_neg, Complex.star_def, Complex.conj_I]
  ring

/-- Between two eigenstates of a Hermitian Hamiltonian, the total transition current out of a
site is `i (Ei - Ef)` times the transition density there. -/
theorem sum_bondCurrent_eigenstates {H : Matrix n n ℂ} (hH : H.IsHermitian) {v u : n → ℂ}
    {Ei Ef : ℝ} (hu : H *ᵥ u = (Ei : ℂ) • u) (hv : H *ᵥ v = (Ef : ℂ) • v) (x : n) :
    ∑ y, bondCurrent H v u x y = I * (Ei - Ef) * transitionDensity v u x := by
  rw [sum_bondCurrent hH, hu, hv]
  simp only [Pi.smul_apply, smul_eq_mul, star_mul', Complex.star_def, Complex.conj_ofReal,
    transitionDensity]
  ring

/-- Summation by parts on the lattice: the current moment of `φ` is the sum over sites of `φ`
times the total current out of the site. -/
theorem currentMoment_eq_sum (H : Matrix n n ℂ) (v u φ : n → ℂ) :
    currentMoment H v u φ = ∑ x, φ x * ∑ y, bondCurrent H v u x y := by
  -- exchanging the two sites costs a sign
  have hswap : ∑ x, ∑ y, bondCurrent H v u x y * φ y =
      -∑ x, ∑ y, bondCurrent H v u x y * φ x := by
    refine Finset.sum_comm.trans ?_
    simp only [← Finset.sum_neg_distrib]
    refine Finset.sum_congr rfl fun x _ => Finset.sum_congr rfl fun y _ => ?_
    rw [bondCurrent_antisymm H v u x y]
    ring
  have hout : ∑ x, φ x * ∑ y, bondCurrent H v u x y =
      ∑ x, ∑ y, bondCurrent H v u x y * φ x := by
    refine Finset.sum_congr rfl fun x _ => ?_
    rw [Finset.mul_sum]
    exact Finset.sum_congr rfl fun y _ => mul_comm _ _
  unfold currentMoment
  simp only [mul_sub, Finset.sum_sub_distrib]
  rw [hswap, hout]
  ring

/-- Lattice Siegert theorem: between two eigenstates of a Hermitian Hamiltonian, the current
moment of any site function `φ` is `i (Ei - Ef)` times the moment of the transition density. -/
theorem siegert {H : Matrix n n ℂ} (hH : H.IsHermitian) {v u : n → ℂ} {Ei Ef : ℝ}
    (hu : H *ᵥ u = (Ei : ℂ) • u) (hv : H *ᵥ v = (Ef : ℂ) • v) (φ : n → ℂ) :
    currentMoment H v u φ = I * (Ei - Ef) * ∑ x, φ x * transitionDensity v u x := by
  rw [currentMoment_eq_sum, Finset.mul_sum]
  refine Finset.sum_congr rfl fun x _ => ?_
  rw [sum_bondCurrent_eigenstates hH hu hv]
  ring

/-- Between eigenstates of a Hermitian Hamiltonian with different energies, the moment of the
transition density is the current moment divided by `i (Ei - Ef)`. -/
theorem density_moment_from_current {H : Matrix n n ℂ} (hH : H.IsHermitian) {v u : n → ℂ}
    {Ei Ef : ℝ} (hu : H *ᵥ u = (Ei : ℂ) • u) (hv : H *ᵥ v = (Ef : ℂ) • v) (hE : Ei ≠ Ef)
    (φ : n → ℂ) :
    ∑ x, φ x * transitionDensity v u x = currentMoment H v u φ / (I * (Ei - Ef)) := by
  have hne : (Ei : ℂ) - Ef ≠ 0 := sub_ne_zero.mpr (by exact_mod_cast hE)
  rw [siegert hH hu hv, eq_div_iff (mul_ne_zero Complex.I_ne_zero hne)]
  ring

/-- The current moment of `φ` is `i` times the matrix element, between `v` and `u`, of the
commutator of multiplication by `φ` with the Hamiltonian. -/
theorem currentMoment_eq_commutator [DecidableEq n] (H : Matrix n n ℂ) (v u φ : n → ℂ) :
    currentMoment H v u φ =
      I * (star v ⬝ᵥ ((diagonal φ * H - H * diagonal φ) *ᵥ u)) := by
  have hR : I * (star v ⬝ᵥ ((diagonal φ * H - H * diagonal φ) *ᵥ u)) =
      ∑ x, ∑ y, I * (star (v x) * H x y * u y) * (φ x - φ y) := by
    simp only [dotProduct, Matrix.mulVec, Matrix.sub_apply, Matrix.diagonal_mul,
      Matrix.mul_diagonal, Finset.mul_sum, Pi.star_apply]
    refine Finset.sum_congr rfl fun x _ => Finset.sum_congr rfl fun y _ => ?_
    ring
  -- the two halves of the bond current contribute equally
  have hL : ∑ x, ∑ y, bondCurrent H v u x y * (φ x - φ y) =
      ∑ x, ∑ y, I * (star (v x) * H x y * u y) * (φ x - φ y) +
      ∑ x, ∑ y, I * (star (v y) * H y x * u x) * (φ y - φ x) := by
    simp only [← Finset.sum_add_distrib]
    refine Finset.sum_congr rfl fun x _ => Finset.sum_congr rfl fun y _ => ?_
    unfold bondCurrent
    ring
  have hS : ∑ x, ∑ y, I * (star (v y) * H y x * u x) * (φ y - φ x) =
      ∑ x, ∑ y, I * (star (v x) * H x y * u y) * (φ x - φ y) := Finset.sum_comm
  rw [hR, currentMoment, hL, hS]
  ring

/-- Two sites joined by a unit hopping element have the eigenstates `(1, 1)` and `(1, -1)` with
energies `1` and `-1`. With the first as initial and the second as final state, the transition
current from site `0` to site `1` is `2i`. -/
theorem siegert_witness :
    (!![0, 1; 1, 0] : Matrix (Fin 2) (Fin 2) ℂ).IsHermitian ∧
    (!![0, 1; 1, 0] : Matrix (Fin 2) (Fin 2) ℂ) *ᵥ ![1, 1] = ((1 : ℝ) : ℂ) • ![1, 1] ∧
    (!![0, 1; 1, 0] : Matrix (Fin 2) (Fin 2) ℂ) *ᵥ ![1, -1] = ((-1 : ℝ) : ℂ) • ![1, -1] ∧
    bondCurrent !![0, 1; 1, 0] ![1, -1] ![1, 1] (0 : Fin 2) 1 = 2 * I := by
  refine ⟨Matrix.IsHermitian.ext fun i j => ?_, ?_, ?_, ?_⟩
  · fin_cases i <;> fin_cases j <;> simp
  · ext i
    fin_cases i <;> simp [Matrix.mulVec, dotProduct, Fin.sum_univ_two]
  · ext i
    fin_cases i <;> simp [Matrix.mulVec, dotProduct, Fin.sum_univ_two]
  · show I * (star (1 : ℂ) * 1 * 1 - star (-1 : ℂ) * 1 * 1) = 2 * I
    rw [star_neg, star_one]
    ring

end

end LatticeSiegert
```

```lean
#print axioms LatticeSiegert.continuity_equation
#print axioms LatticeSiegert.density_moment_from_current
#print axioms LatticeSiegert.currentMoment_eq_commutator
```

```
'LatticeSiegert.continuity_equation' depends on axioms: [propext, Classical.choice, Quot.sound]
'LatticeSiegert.density_moment_from_current' depends on axioms: [propext, Classical.choice, Quot.sound]
'LatticeSiegert.currentMoment_eq_commutator' depends on axioms: [propext, Classical.choice, Quot.sound]
```

## How the lemmas carry out the derivation

`bondCurrent_antisymm` unfolds the definition and leaves the exchange of terms to `ring`.

`sum_bondCurrent` is the outflow formula for arbitrary states. In it, `h1` writes $(Hu)_x$ as a sum, and `h2` does the same for $\overline{(Hv)_x}$. Hermiticity enters through `hH.apply y x`, which replaces $\overline{H_{xy}}$ by $H_{yx}$. The remaining rewrites collect everything into one sum over `y`, and the summands are then compared one by one.

`continuity_equation` builds the derivative of $\overline{v_x}u_x$ with `(hv x).star.fun_mul (hu x)`, which is the product rule with the first factor conjugated. `congr_deriv` then reduces the claim to an equality between two expressions for the derivative, and the outflow formula settles it.

`sum_bondCurrent_eigenstates` rewrites the outflow with `hu` and `hv`. The reality of $E_f$ is used through `Complex.conj_ofReal`.

`currentMoment_eq_sum` is the summation by parts. Its step `hswap` exchanges the order of summation with `Finset.sum_comm` and uses antisymmetry to obtain the minus sign. The step `hout` moves $\varphi_x$ inside the inner sum. The theorem `siegert` then inserts the eigenstate outflow site by site.

`density_moment_from_current` adds the hypothesis `hE : Ei ≠ Ef`, from which `hne` obtains a nonzero complex denominator.

In `currentMoment_eq_commutator`, multiplication by $\varphi$ is the matrix `diagonal φ`. The step `hR` expands the commutator matrix element, `hL` splits the current moment into its two double sums, and `hS` shows that these are equal.

`siegert_witness` gives a concrete case with a nonzero current: two sites joined by a unit hopping element, with $u=(1,1)$, $v=(1,-1)$ and energies $1$ and $-1$. The current from the first site to the second is $2i$ for these vectors, and $i$ once both are divided by $\sqrt2$. The proof goes through the matrix and vector entries with `fin_cases` and evaluates the current directly.

## A non-Hermitian matrix with real energies, and its left eigenvectors

Real eigenvalues and a complete set of eigenvectors are not enough to replace Hermiticity. Take

$$H=\begin{pmatrix}0&1\\0&1\end{pmatrix},\qquad u=\begin{pmatrix}1\\1\end{pmatrix},\qquad v=\begin{pmatrix}1\\0\end{pmatrix},$$

so that $Hu=u$ and $Hv=0$, with $E_i=1$ and $E_f=0$. Label the sites $0$ and $1$. Then $J_{01}=i$ and $\rho=(1,0)$. For $\varphi=(0,1)$ the current moment is $J_{01}(\varphi_0-\varphi_1)=-i$, whereas $i(E_i-E_f)\sum_x\varphi_x\rho_x=0$. Current flows into site $1$, although the transition density there is zero.

The same argument does give a neighbouring relation for non-Hermitian matrices, if $v$ is chosen as a left eigenvector, $v^\dagger H=E_fv^\dagger$. The second sum in the outflow is then $\sum_y\overline{v_y}H_{yx}=E_f\overline{v_x}$ directly, and the summation by parts goes through as before. This works even for complex $E_i$ and $E_f$.

In the example, the left eigenvector with eigenvalue $0$ is $v=(1,-1)$. It gives $J_{01}=i$ again, but now $\rho=(1,-1)$, and both sides equal $-i$ for $\varphi=(0,1)$. This variant and the counter-example are argued in prose only; the Lean file treats right eigenvectors of a Hermitian matrix.
